# Up to a Unitary, Peierls Phases on a Fermion Ring with Density Interactions Enter Only Through Their Sum Modulo $2\pi$

When a ring threaded by magnetic flux is diagonalised numerically, the flux can be put into a single bond: the hopping across that bond is multiplied by $e^{i\Phi}$ and every other hopping stays real. This twisted boundary condition gives the same many-body spectrum as phases with sum $\Phi$ spread over all bonds, for spinless fermions on a finite ring with nearest-neighbour hopping and density-density interactions.

## Rotating the sites to move the phases

Number the sites $0,\dots,N$, with $j+1$ read cyclically. Let $c_j$ annihilate a fermion on site $j$, and let $n_j=c_j^\dagger c_j$. With real hoppings $t_j$, bond phases $f_j$ and couplings $V_{ij}$,
$$H(f)=\sum_j t_j\left(e^{if_j}c_{j+1}^\dagger c_j+\text{h.c.}\right)+\sum_{i,j}V_{ij}\,n_in_j .$$
The phase $f_j$ stands for the line integral of the vector potential along bond $j$, in units of $\hbar$ over the charge. The sum of the $f_j$ is then the enclosed flux, and $2\pi$ is one flux quantum.

For real site angles $\chi_j$ define
$$U=\prod_j u_j,\qquad u_j=1+(e^{i\chi_j}-1)n_j .$$

**Unitarity.** The anticommutation relations give $c_j^2=0$ and $n_j^2=c_j^\dagger(1-c_j^\dagger c_j)c_j=n_j$. With $z=e^{i\chi_j}$,
$$u_j^\dagger u_j=1+\left[(\bar z-1)+(z-1)+(\bar z-1)(z-1)\right]n_j=1+(\bar zz-1)n_j=1 .$$

**Passing $c_k$ through $U$.** For $j\ne k$, two sign changes give $c_kn_j=n_jc_k$, so $c_k$ commutes with $u_j$. On its own site, $c_kn_k=(1-n_k)c_k=c_k$ and $n_kc_k=0$, so $c_ku_k=e^{i\chi_k}c_k=e^{i\chi_k}u_kc_k$. Hence $c_kU=e^{i\chi_k}Uc_k$, that is, $U^\dagger c_kU=e^{i\chi_k}c_k$.

**Effect on $H$.** It follows that
$$U^\dagger c_{j+1}^\dagger c_jU=e^{i(\chi_j-\chi_{j+1})}c_{j+1}^\dagger c_j,\qquad U^\dagger n_jU=n_j ,$$
so conjugation replaces $f_j$ by $f_j+\chi_j-\chi_{j+1}$ and leaves the interaction alone.

**Choosing the angles.** Let $g$ be another set of phases with $\sum_jf_j=\sum_jg_j+2\pi m$, $m$ an integer. Set $\chi_0=0$ and $\chi_{j+1}=\chi_j+f_j-g_j$ for $j<N$. Bonds $0,\dots,N-1$ then carry $g_j$. The closing bond carries
$$f_N+\chi_N-\chi_0=f_N+\sum_{j<N}(f_j-g_j)=g_N+2\pi m ,$$
which has the same phase factor as $g_N$. Therefore $U^\dagger H(f)U=H(g)$.

**Open chain.** If $t_N=0$, move the total phase to the closing bond, where it multiplies zero. All phases are gone, and conjugation by a unitary preserves the characteristic polynomial.

## Three sites with total phase $\pi/2$

Take $t_j=1$ and $f=(\pi/6,\pi/6,\pi/6)$. The target $g=(0,0,\pi/2)$ has the same sum. The recursion gives $\chi=(0,\pi/6,\pi/3)$, and the closing bond receives $\pi/6+\pi/3-0=\pi/2$.

With phases $f$, plane waves have energies $2\cos(k-\pi/6)$ for $k=0,2\pi/3,4\pi/3$, which are $\sqrt3,0,-\sqrt3$. With phases $g$, the one-particle characteristic equation is $\lambda^3-3\lambda-2\cos(\pi/2)=0$, with the same roots. A repulsion $v$ between each pair of sites ($V_{ii}=0$ and $V_{ij}=v/2$ for $i\neq j$, since the double sum counts each pair twice) gives two-particle energies $v+\sqrt3,\ v,\ v-\sqrt3$ in both cases.

## The twist in an exact diagonalisation

In the occupation basis the Hamiltonian with all flux on the closing bond is $H(\Phi)=A+e^{i\Phi}B+e^{-i\Phi}B^\dagger$. Here $B$ holds the hops from site $N$ to site $0$, including the factor $t_N$ and the fermionic signs, $B^\dagger$ holds the reverse hops, and $A$ holds everything else. The matrices $A$ and $B$ are built once, and a sweep over $\Phi$ changes only two scalars. An eigenvector $\psi$ of $H(g)$ becomes the eigenvector $U\psi$ of $H(f)$: each occupation amplitude is multiplied by $\exp(i\sum_j\chi_jn_j)$, with $n_j$ now the occupation numbers.

## Operators and Hamiltonian as matrices

In Lean 4 with Mathlib:

```lean
import Mathlib

open Matrix

namespace PeierlsManyBody

noncomputable section

variable {L N : ℕ} {n : Type} [Fintype n] [DecidableEq n]
```

The annihilation operators are complex matrices on a finite index type `n`. `IsCAR` assumes the full anticommutation relations, which stand for fermionic exchange with one mode per site. No particular Fock basis is fixed.

```lean
/-- The canonical anticommutation relations (CAR) for annihilation matrices on `L` sites. -/
structure IsCAR (c : Fin L → Matrix n n ℂ) : Prop where
  anti : ∀ i j, c i * c j + c j * c i = 0
  mixed : ∀ i j, c i * (c j)ᴴ + (c j)ᴴ * c i = if i = j then 1 else 0
```

The next definitions are $e^{ix}$, $n_j$, $u_j$ and $U$.

```lean
/-- The phase factor `exp(i x)` of a real angle `x`. -/
def phase (x : ℝ) : ℂ := Complex.exp (x * Complex.I)

/-- The occupation number operator of site `j`. -/
def num (c : Fin L → Matrix n n ℂ) (j : Fin L) : Matrix n n ℂ := (c j)ᴴ * c j

/-- The rotation of site `j`, which multiplies occupied states by `exp(i χ j)`. -/
def siteFactor (c : Fin L → Matrix n n ℂ) (χ : Fin L → ℝ) (j : Fin L) : Matrix n n ℂ :=
  1 + (phase (χ j) - 1) • num c j

/-- The product of the phase rotations of all sites. -/
def siteRotation (c : Fin L → Matrix n n ℂ) (χ : Fin L → ℝ) : Matrix n n ℂ :=
  ((List.finRange L).map (siteFactor c χ)).prod
```

The Hamiltonian has `N + 1` sites, so a ring of $L\ge3$ sites means $N\ge2$. The smaller cases are also allowed: two sites are joined by two bonds, and a single site has a bond to itself. The matrix `V` is real but need not be symmetric, and its diagonal supplies site energies because $n_j^2=n_j$. Spin, longer-range hopping and density-dependent hopping are absent from the model.

```lean
/-- Fermions on a ring of `N + 1` sites: bond `j` joins `j` to `j + 1` cyclically, with real
hopping `t j` and Peierls phase `f j`; `V` is the density-density interaction. -/
def ringHamiltonian (c : Fin (N + 1) → Matrix n n ℂ) (t f : Fin (N + 1) → ℝ)
    (V : Fin (N + 1) → Fin (N + 1) → ℝ) : Matrix n n ℂ :=
  ∑ j, (t j : ℂ) • (phase (f j) • ((c (j + 1))ᴴ * c j)
      + (phase (f j) • ((c (j + 1))ᴴ * c j))ᴴ)
    + ∑ i, ∑ j, (V i j : ℂ) • (num c i * num c j)
```

## Phase arithmetic and exclusion

These lemmas supply $e^{i(x+y)}=e^{ix}e^{iy}$, $\overline{e^{ix}}=e^{-ix}$ and $c_k^2=0$.

```lean
/-- Phase factors multiply when angles add. -/
theorem phase_add (x y : ℝ) : phase (x + y) = phase x * phase y := by
  simp [phase, add_mul, Complex.exp_add]

/-- Complex conjugation reverses the angle of a phase factor. -/
theorem phase_star (x : ℝ) : star (phase x) = phase (-x) := by
  rw [phase, phase, Complex.star_def, ← Complex.exp_conj]
  simp

/-- Pauli exclusion: under the CAR, a site cannot be emptied twice. -/
theorem pauli {c : Fin L → Matrix n n ℂ} (hc : IsCAR c) (k : Fin L) : c k * c k = 0 := by
  have h : c k * c k = (1 / 2 : ℂ) • (c k * c k + c k * c k) := by module
  rw [h, hc.anti, smul_zero]
```

## The site rotation is unitary and shifts bond phases

`list_prod_mem` reduces unitarity to a single factor. There `hn` is $n_j^2=n_j$, `hs` is $n_j^\dagger=n_j$ and `hz` is $\bar zz=1$; the final `rw` expands $u_j^\dagger u_j$ with the help of `hs` and `hn`, and the last line applies `hz`.

```lean
/-- Under the CAR, the product of site phase rotations is unitary. -/
theorem siteRotation_unitary {c : Fin L → Matrix n n ℂ} (hc : IsCAR c) (χ : Fin L → ℝ) :
    siteRotation c χ ∈ Matrix.unitaryGroup n ℂ := by
  refine list_prod_mem fun x hx => ?_
  obtain ⟨j, -, rfl⟩ := List.mem_map.mp hx
  -- the number operator is a Hermitian projection
  have hm : c j * (c j)ᴴ + (c j)ᴴ * c j = 1 := by simpa using hc.mixed j j
  have hn : num c j * num c j = num c j := by
    calc num c j * num c j
        = (c j)ᴴ * (c j * (c j)ᴴ + (c j)ᴴ * c j) * c j
          - (c j)ᴴ * (c j)ᴴ * (c j * c j) := by unfold num; noncomm_ring
      _ = num c j := by rw [hm, pauli hc, mul_one, mul_zero, sub_zero, num]
  have hs : (num c j)ᴴ = num c j := by
    rw [num, conjTranspose_mul, conjTranspose_conjTranspose]
  have hz : phase (-χ j) * phase (χ j) = 1 := by
    rw [← phase_add]
    simp [phase]
  rw [Matrix.mem_unitaryGroup_iff', Matrix.star_eq_conjTranspose, siteFactor,
    conjTranspose_add, conjTranspose_one, conjTranspose_smul, hs, star_sub, star_one,
    phase_star, add_mul, one_mul, mul_add, mul_one, smul_mul_assoc, mul_smul_comm, hn]
  linear_combination (norm := module) hz • num c j
```

Next comes $c_kU=e^{i\chi_k}Uc_k$. The step `one` treats a single factor, with the cases $k=j$ and $k\ne j$ separated. The step `all` is an induction over a list of sites without repetitions, so the phase of site $k$ is collected exactly once.

```lean
/-- Under the CAR, moving `c k` through the site rotations produces the phase of site `k`. -/
theorem ladder_mul_siteRotation {c : Fin L → Matrix n n ℂ} (hc : IsCAR c) (χ : Fin L → ℝ)
    (k : Fin L) : c k * siteRotation c χ = phase (χ k) • (siteRotation c χ * c k) := by
  -- a single factor acts only on its own site
  have one (j : Fin L) : c k * siteFactor c χ j
      = (if k = j then phase (χ k) else 1) • (siteFactor c χ j * c k) := by
    have hm := hc.mixed k j
    rw [siteFactor, mul_add, mul_one, mul_smul_comm, add_mul, one_mul, smul_mul_assoc]
    by_cases hk : k = j
    · subst hk
      rw [if_pos rfl] at hm
      have h2 : num c k * c k = 0 := by rw [num, mul_assoc, pauli hc, mul_zero]
      have h1 : c k * num c k = c k := by
        calc c k * num c k = (c k * (c k)ᴴ + (c k)ᴴ * c k) * c k - num c k * c k := by
              unfold num; noncomm_ring
          _ = c k := by rw [hm, h2, one_mul, sub_zero]
      rw [if_pos rfl, h1, h2]
      module
    · rw [if_neg hk] at hm
      have h1 : c k * num c j = num c j * c k := by
        unfold num
        linear_combination (norm := noncomm_ring) hm * c j - (c j)ᴴ * hc.anti k j
      rw [if_neg hk, one_smul, h1]
  have all (l : List (Fin L)) (hl : l.Nodup) : c k * (l.map (siteFactor c χ)).prod
      = (if k ∈ l then phase (χ k) else 1) • ((l.map (siteFactor c χ)).prod * c k) := by
    induction l with
    | nil => simp
    | cons j l ih =>
      obtain ⟨hj, hl⟩ := List.nodup_cons.mp hl
      rw [List.map_cons, List.prod_cons, ← mul_assoc, one j, smul_mul_assoc, mul_assoc,
        ih hl, mul_smul_comm, smul_smul, ← mul_assoc]
      by_cases hk : k = j
      · subst hk
        simp [hj]
      · simp [hk]
  simpa [siteRotation] using all (List.finRange L) (List.nodup_finRange L)
```

The covariance theorem holds for any angles. In its proof `hk` is $U^\dagger c_kU=e^{i\chi_k}c_k$, `hb` treats the bilinears $c_a^\dagger c_b$, and `hnn` shows that the interaction is unchanged.

```lean
/-- Under the CAR, site rotations shift each bond phase by the difference of the site angles at
its ends and leave the interaction unchanged. -/
theorem gauge_covariance {c : Fin (N + 1) → Matrix n n ℂ} (hc : IsCAR c)
    (t f : Fin (N + 1) → ℝ) (V : Fin (N + 1) → Fin (N + 1) → ℝ) (χ : Fin (N + 1) → ℝ) :
    (siteRotation c χ)ᴴ * ringHamiltonian c t f V * siteRotation c χ
      = ringHamiltonian c t (fun j => f j + χ j - χ (j + 1)) V := by
  have hU := ladder_mul_siteRotation hc χ
  have h1 : (siteRotation c χ)ᴴ * siteRotation c χ = 1 :=
    Matrix.mem_unitaryGroup_iff'.mp (siteRotation_unitary hc χ)
  have h2 := mul_eq_one_comm.mp h1
  generalize siteRotation c χ = U at hU h1 h2 ⊢
  -- conjugation by `U` respects products and adjoints
  have hm (X Y : Matrix n n ℂ) : Uᴴ * (X * Y) * U = (Uᴴ * X * U) * (Uᴴ * Y * U) := by
    calc Uᴴ * (X * Y) * U = Uᴴ * X * (U * Uᴴ) * (Y * U) := by
          rw [h2]; simp only [mul_one, mul_assoc]
      _ = (Uᴴ * X * U) * (Uᴴ * Y * U) := by simp only [mul_assoc]
  have hs (X : Matrix n n ℂ) : Uᴴ * Xᴴ * U = (Uᴴ * X * U)ᴴ := by
    simp only [conjTranspose_mul, conjTranspose_conjTranspose, mul_assoc]
  have hk (k) : Uᴴ * c k * U = phase (χ k) • c k := by
    rw [mul_assoc, hU, mul_smul_comm, ← mul_assoc, h1, one_mul]
  have hb (a b) : Uᴴ * ((c a)ᴴ * c b) * U = phase (χ b - χ a) • ((c a)ᴴ * c b) := by
    rw [hm, hs, hk a, hk b, conjTranspose_smul, phase_star, smul_mul_assoc, mul_smul_comm,
      smul_smul, ← phase_add, neg_add_eq_sub]
  have h0 : phase 0 = 1 := by simp [phase]
  have hn (i) : Uᴴ * num c i * U = num c i := by rw [num, hb, sub_self, h0, one_smul]
  have hnn (i j) : Uᴴ * (num c i * num c j) * U = num c i * num c j := by
    rw [hm, hn i, hn j]
  have e (j) : phase (f j + χ j - χ (j + 1)) = phase (f j) * phase (χ j - χ (j + 1)) := by
    rw [add_sub_assoc, phase_add]
  simp only [ringHamiltonian, mul_add, add_mul, Finset.mul_sum, Finset.sum_mul,
    mul_smul_comm, smul_mul_assoc, hs, hb, hnn, smul_smul, e]
```

## Equal total phase on the ring, no phase on the chain

The angles are partial sums of prescribed increments.

```lean
/-- Site angles can be chosen with any prescribed increments along a line of sites. -/
theorem exists_site_angles (d : Fin N → ℝ) : ∃ χ : Fin (N + 1) → ℝ,
    χ 0 = 0 ∧ ∀ i : Fin N, χ i.succ = χ i.castSucc + d i := by
  refine ⟨fun j => ∑ k ∈ Finset.range j.val, if h : k < N then d ⟨k, h⟩ else 0, ?_, ?_⟩
  · simp
  · intro i
    simp [Finset.sum_range_succ]
```

The hypothesis `hfg` says that the total phases differ by $2\pi m$. The conclusion provides angles for which `siteRotation c χ` is unitary and carries one Hamiltonian into the other. `Fin.lastCases` separates the closing bond from the rest. For the closing bond, `hs` writes $\sum_j\chi_j$ in two ways, splitting off the first or the last term, which yields $\chi_N-\chi_0$.

```lean
/-- Under the CAR, two sets of bond phases on a ring whose sums agree modulo `2π` give
interacting Hamiltonians that are unitarily equivalent by site phase rotations. -/
theorem ring_unitary_equiv {c : Fin (N + 1) → Matrix n n ℂ} (hc : IsCAR c)
    (t f g : Fin (N + 1) → ℝ) (V : Fin (N + 1) → Fin (N + 1) → ℝ) (m : ℤ)
    (hfg : ∑ j, f j = ∑ j, g j + 2 * Real.pi * m) :
    ∃ χ : Fin (N + 1) → ℝ, siteRotation c χ ∈ Matrix.unitaryGroup n ℂ ∧
      (siteRotation c χ)ᴴ * ringHamiltonian c t f V * siteRotation c χ
        = ringHamiltonian c t g V := by
  obtain ⟨χ, h0, hχ⟩ := exists_site_angles (fun i : Fin N => f i.castSucc - g i.castSucc)
  have key (j : Fin (N + 1)) : phase (f j + χ j - χ (j + 1)) = phase (g j) := by
    refine Fin.lastCases ?_ (fun i => ?_) j
    · -- the closing bond collects the difference of the total phases
      have hs := (Fin.sum_univ_succ χ).symm.trans (Fin.sum_univ_castSucc χ)
      simp only [hχ, Finset.sum_add_distrib, Finset.sum_sub_distrib] at hs
      rw [Fin.sum_univ_castSucc f, Fin.sum_univ_castSucc g] at hfg
      have e : f (Fin.last N) + χ (Fin.last N) - χ (Fin.last N + 1)
          = g (Fin.last N) + 2 * Real.pi * m := by
        rw [Fin.last_add_one]
        linarith
      have hp : phase (2 * Real.pi * m) = 1 := by
        rw [phase, ← Complex.exp_int_mul_two_pi_mul_I m]
        congr 1
        push_cast
        ring
      rw [e, phase_add, hp, mul_one]
    · have e : i.castSucc + 1 = i.succ := by simp
      rw [e, hχ]
      congr 1
      ring
  refine ⟨χ, siteRotation_unitary hc χ, (gauge_covariance hc t f V χ).trans ?_⟩
  simp only [ringHamiltonian, key]
```

An open chain is the ring with `t (Fin.last N) = 0`. Only hopping is cut there, and `V` may still couple the two ends. The proof applies the ring theorem with all the phase on the closing bond, then uses `Matrix.charpoly_mul_comm` to cancel $UU^\dagger$ in the characteristic polynomial.

```lean
/-- Under the CAR, cutting the closing bond gives an open chain, on which site rotations remove
all phases and the many-body characteristic polynomial does not depend on them. -/
theorem chain_phases_removable {c : Fin (N + 1) → Matrix n n ℂ} (hc : IsCAR c)
    (t f : Fin (N + 1) → ℝ) (V : Fin (N + 1) → Fin (N + 1) → ℝ) (ht : t (Fin.last N) = 0) :
    (∃ χ : Fin (N + 1) → ℝ, siteRotation c χ ∈ Matrix.unitaryGroup n ℂ ∧
      (siteRotation c χ)ᴴ * ringHamiltonian c t f V * siteRotation c χ
        = ringHamiltonian c t (fun _ => 0) V) ∧
    (ringHamiltonian c t f V).charpoly = (ringHamiltonian c t (fun _ => 0) V).charpoly := by
  -- move the total phase to the closing bond, where nothing hops
  obtain ⟨χ, hU, h⟩ := ring_unitary_equiv hc t f
    (fun j => if j = Fin.last N then ∑ k, f k else 0) V 0 (by simp)
  have hg : ringHamiltonian c t (fun j => if j = Fin.last N then ∑ k, f k else 0) V
      = ringHamiltonian c t (fun _ => 0) V := by
    unfold ringHamiltonian
    congr 1
    refine Finset.sum_congr rfl fun j _ => ?_
    by_cases hj : j = Fin.last N
    · subst hj
      simp [ht]
    · simp only [if_neg hj]
  rw [hg] at h
  refine ⟨⟨χ, hU, h⟩, ?_⟩
  have h2 : siteRotation c χ * (siteRotation c χ)ᴴ = 1 := Matrix.mem_unitaryGroup_iff.mp hU
  rw [← h, mul_assoc, Matrix.charpoly_mul_comm, mul_assoc, h2, mul_one]
```

## Matrices for three sites

`addSite` is a Jordan–Wigner step. The two blocks are the new site empty and occupied, and the old operators acquire a minus sign in the occupied block.

```lean
/-- The Jordan–Wigner step: a new first site is added, and the old operators change sign when
it is occupied. -/
def addSite (c : Fin L → Matrix n n ℂ) : Fin (L + 1) → Matrix (n ⊕ n) (n ⊕ n) ℂ :=
  Fin.cons (α := fun _ => Matrix (n ⊕ n) (n ⊕ n) ℂ)
    (fromBlocks 0 1 0 0) (fun j => fromBlocks (c j) 0 0 (-c j))
```

Each step preserves the anticommutation relations. Starting from no sites and a one-dimensional space, three steps give $8\times8$ matrices that satisfy `IsCAR` for three sites.

```lean
/-- Three Jordan–Wigner steps from the empty lattice give three sites obeying the CAR. -/
theorem threeSite_witness :
    IsCAR (addSite (addSite (addSite (Fin.elim0 : Fin 0 → Matrix Unit Unit ℂ)))) := by
  have step : ∀ (M : ℕ) (p : Type) [Fintype p] [DecidableEq p] (c : Fin M → Matrix p p ℂ),
      IsCAR c → IsCAR (addSite c) := by
    intro M p _ _ c hc
    constructor <;> intro i j
    · refine Fin.cases ?_ (fun i => ?_) i <;> refine Fin.cases ?_ (fun j => ?_) j <;>
        simp [addSite, fromBlocks_multiply, fromBlocks_add, hc.anti]
    · refine Fin.cases ?_ (fun i => ?_) i <;> refine Fin.cases ?_ (fun j => ?_) j
      · simp [addSite, fromBlocks_multiply, fromBlocks_conjTranspose, fromBlocks_add]
      · simp [addSite, fromBlocks_multiply, fromBlocks_conjTranspose, fromBlocks_add,
          (Fin.succ_ne_zero j).symm]
      · simp [addSite, fromBlocks_multiply, fromBlocks_conjTranspose, fromBlocks_add]
      · by_cases hij : i = j <;>
          simp [addSite, fromBlocks_multiply, fromBlocks_conjTranspose, fromBlocks_add,
            hc.mixed, hij]
  exact step _ _ _ (step _ _ _ (step _ _ _ ⟨fun i => i.elim0, fun i => i.elim0⟩))

end

end PeierlsManyBody
```

```lean
#print axioms PeierlsManyBody.ring_unitary_equiv
#print axioms PeierlsManyBody.chain_phases_removable
```

```
'PeierlsManyBody.ring_unitary_equiv' depends on axioms: [propext, Classical.choice, Quot.sound]
'PeierlsManyBody.chain_phases_removable' depends on axioms: [propext, Classical.choice, Quot.sound]
```
